# Zero-frequency equilibrium noise of a coherent multi-lead conductor with energy-independent scattering is $2kT(G_{pq}+G_{qp})$

Once I have the scattering matrix of a multi-terminal device, I fill in its zero-frequency thermal noise matrix by adding the conductance matrix to its transpose and multiplying by $2kT$, in the convention where a conductance $G$ has thermal noise $4kTG$. I never evaluate the noise integral. The step relies on a trace identity for the current matrices and on the energy integral of $f(1-f)$, where $f$ is the Fermi function. Can both be made rigorous and machine-checked, starting from the multi-lead noise formula and without assuming time-reversal symmetry?

## From two current matrices to the conductance

Yes, for non-interacting electrons and an energy-independent unitary $S$. Let $P_p$ project onto the channels of lead $p$, with $P_pP_q=\delta_{pq}P_p$, and define

$$A_p=P_p-S^\dagger P_pS,\qquad T_{pq}=\mathrm{Tr}(P_pSP_qS^\dagger).$$

For $p\neq q$, $T_{pq}$ is the transmission from lead $q$ into lead $p$; $T_{pp}$ is the reflection back into lead $p$. Expanding the product gives

$$A_pA_q=P_pP_q-P_pS^\dagger P_qS-S^\dagger P_pSP_q+S^\dagger P_pSS^\dagger P_qS.$$

The first term has trace $\delta_{pq}\mathrm{Tr}P_p$. By cyclicity, the traces in the two cross terms are $T_{qp}$ and $T_{pq}$. In the last term $SS^\dagger=1$, and cyclicity again leaves $\mathrm{Tr}(P_pP_q)$. Hence

$$\mathrm{Tr}(A_pA_q)=2\delta_{pq}\mathrm{Tr}P_p-T_{pq}-T_{qp}.$$

With occupations $f_a$ and $g=e^2/h$, the zero-frequency noise power is

$$g\int dE\sum_{a,b}\mathrm{Tr}(P_aA_pP_bA_q)\,[f_a(1-f_b)+f_b(1-f_a)].$$

At equilibrium every $f_a$ equals $f$, so the bracket is $2f(1-f)$. If $\sum_aP_a=1$, the double sum collapses to $\mathrm{Tr}(A_pA_q)$. Since $f'=-f(1-f)/kT$,

$$\int f(1-f)\,dE=\big[-kT f\big]_{-\infty}^{\infty}=kT.$$

The noise is therefore $2gkT\,\mathrm{Tr}(A_pA_q)$. With $G_{pq}=g(\delta_{pq}\mathrm{Tr}P_p-T_{pq})$, this is $2kT(G_{pq}+G_{qp})$. For $p=q$ it reads $4kTG_{pp}$, which fixes the noise convention.

For Hermitian $P_p$, $A_p$ is Hermitian too, and $\mathrm{Tr}A_p^2=\sum_{ij}|(A_p)_{ij}|^2$. With $g\neq0$, the self-noise vanishes exactly when $A_p=0$, that is, when $SP_p=P_pS$: the lead exchanges no electrons with the others.

## What the Lean theorems say

The finite types `n` and `ι` label channels and leads, and `P p` and `S` are complex matrices. `johnson_nyquist` assumes `kT > 0`, a unitary `S`, and idempotent, mutually orthogonal projectors that sum to the identity. It does not need them to be Hermitian, although physical lead projectors are. The trace identity `trace_current_mul_current` does not need completeness either.

The real number `g` stands for $e^2/h$, the conductance quantum per spin-resolved channel. `noisePower` takes the scattering noise formula as a definition; it is not derived from current operators. The energy integral runs over the whole real line, and interactions and finite-frequency noise are absent.

`beamSplitter_witness` shows that two single-channel leads with $r^2+t^2=1$ satisfy the hypotheses and have $T_{01}=t^2$.

```lean
import Mathlib

open Matrix Filter Topology MeasureTheory
open scoped ComplexOrder

namespace JohnsonNyquist

noncomputable section

variable {n ι : Type*} [Fintype n] [DecidableEq n] [Fintype ι] [DecidableEq ι]

/-- Current matrix of lead `p`: incoming minus outgoing flux, `P_p - Sᴴ P_p S`. -/
def currentMatrix (P : ι → Matrix n n ℂ) (S : Matrix n n ℂ) (p : ι) : Matrix n n ℂ :=
  P p - Sᴴ * P p * S

/-- Total transmission from lead `q` into lead `p`, `Tr(P_p S P_q Sᴴ)`. -/
def transmission (P : ι → Matrix n n ℂ) (S : Matrix n n ℂ) (p q : ι) : ℂ :=
  (P p * S * P q * Sᴴ).trace

/-- Multi-lead conductance `g (δ_pq Tr P_p - T_pq)`, where `g` stands for `e²/h`. -/
def conductance (g : ℝ) (P : ι → Matrix n n ℂ) (S : Matrix n n ℂ) (p q : ι) : ℂ :=
  g * ((if p = q then (P p).trace else 0) - transmission P S p q)

/-- Fermi function at chemical potential `μ` and thermal energy `kT`. -/
def fermi (μ kT E : ℝ) : ℝ := 1 / (1 + Real.exp ((E - μ) / kT))

/-- Zero-frequency noise power between leads `p` and `q` for an energy-independent scattering
matrix, when lead `a` is filled with occupation `f a E`. -/
def noisePower (g : ℝ) (P : ι → Matrix n n ℂ) (S : Matrix n n ℂ) (f : ι → ℝ → ℝ)
    (p q : ι) : ℂ :=
  g * ∫ E : ℝ, ∑ a, ∑ b, (P a * currentMatrix P S p * P b * currentMatrix P S q).trace *
    ((f a E * (1 - f b E) + f b E * (1 - f a E) : ℝ) : ℂ)

omit [Fintype ι] in
/-- The trace of a product of two current matrices is twice the channel number of the lead
(if the leads coincide) minus the transmissions in both directions. -/
theorem trace_current_mul_current (P : ι → Matrix n n ℂ) (S : Matrix n n ℂ)
    (hS : S ∈ unitaryGroup n ℂ) (hidem : ∀ p, P p * P p = P p)
    (horth : ∀ p q, p ≠ q → P p * P q = 0) (p q : ι) :
    (currentMatrix P S p * currentMatrix P S q).trace =
      2 * (if p = q then (P p).trace else 0) - transmission P S p q - transmission P S q p := by
  have hS' : S * Sᴴ = 1 := mem_unitaryGroup_iff.mp hS
  have h1 : (P p * P q).trace = if p = q then (P p).trace else 0 := by
    split_ifs with h
    · rw [← h, hidem]
    · rw [horth p q h, trace_zero]
  -- the two cross terms are transmissions, by cyclicity
  have h2 : (P p * (Sᴴ * P q * S)).trace = transmission P S q p := by
    have e : P p * (Sᴴ * P q * S) = (P p * Sᴴ) * (P q * S) := by
      simp only [Matrix.mul_assoc]
    rw [e, trace_mul_comm]
    simp only [transmission, Matrix.mul_assoc]
  have h3 : (Sᴴ * P p * S * P q).trace = transmission P S p q := by
    have e : Sᴴ * P p * S * P q = Sᴴ * (P p * S * P q) := by
      simp only [Matrix.mul_assoc]
    rw [e, trace_mul_comm, transmission]
  -- unitarity removes S from the outgoing-outgoing term
  have h4 : (Sᴴ * P p * S * (Sᴴ * P q * S)).trace = (P p * P q).trace := by
    have e : Sᴴ * P p * S * (Sᴴ * P q * S) = Sᴴ * (P p * (S * Sᴴ) * P q * S) := by
      simp only [Matrix.mul_assoc]
    rw [e, hS', Matrix.mul_one, trace_mul_comm, Matrix.mul_assoc (P p * P q), hS',
      Matrix.mul_one]
  have e : currentMatrix P S p * currentMatrix P S q =
      P p * P q - P p * (Sᴴ * P q * S) - (Sᴴ * P p * S * P q
        - Sᴴ * P p * S * (Sᴴ * P q * S)) := by
    rw [currentMatrix, currentMatrix, sub_mul, mul_sub, mul_sub]
  rw [e, trace_sub, trace_sub, trace_sub, h2, h3, h4, h1]
  ring

/-- The thermal factor `f (1 - f)`, integrated over all energies, equals `kT`. -/
theorem integral_fermi_mul_one_sub (μ kT : ℝ) (hk : 0 < kT) :
    ∫ E : ℝ, fermi μ kT E * (1 - fermi μ kT E) = kT := by
  -- the primitive is -kT f
  have hder : ∀ E, HasDerivAt (fun E => -kT * fermi μ kT E)
      (fermi μ kT E * (1 - fermi μ kT E)) E := by
    intro E
    have hne : 1 + Real.exp ((E - μ) / kT) ≠ 0 := by positivity
    have h1 : HasDerivAt (fun E : ℝ => (E - μ) / kT) (1 / kT) E :=
      ((hasDerivAt_id' E).sub_const μ).div_const kT
    have h3 := ((hasDerivAt_const E (1 : ℝ)).fun_div (h1.exp.const_add 1) hne).const_mul (-kT)
    refine h3.congr_deriv ?_
    unfold fermi
    generalize Real.exp ((E - μ) / kT) = x at hne ⊢
    field_simp
    ring
  have htop : Tendsto (fun E => -kT * fermi μ kT E) atTop (𝓝 0) := by
    have ht : Tendsto (fun E : ℝ => (E - μ) / kT) atTop atTop := by
      refine Tendsto.atTop_div_const hk ?_
      simpa only [sub_eq_add_neg, id_eq] using
        tendsto_atTop_add_const_right atTop (-μ) tendsto_id
    have h : Tendsto (fun E : ℝ => 1 / (1 + Real.exp ((E - μ) / kT))) atTop (𝓝 0) :=
      tendsto_const_nhds.div_atTop
        (tendsto_atTop_add_const_left atTop 1 (Real.tendsto_exp_atTop.comp ht))
    have h' := h.const_mul (-kT)
    rw [mul_zero] at h'
    exact h'
  have hbot : Tendsto (fun E => -kT * fermi μ kT E) atBot (𝓝 (-kT)) := by
    have hb : Tendsto (fun E : ℝ => (E - μ) / kT) atBot atBot := by
      refine Tendsto.atBot_div_const hk ?_
      simpa only [sub_eq_add_neg, id_eq] using
        tendsto_atBot_add_const_right atBot (-μ) tendsto_id
    have he : Tendsto (fun E : ℝ => Real.exp ((E - μ) / kT)) atBot (𝓝 0) :=
      Real.tendsto_exp_atBot.comp hb
    have h : Tendsto (fun E : ℝ => 1 / (1 + Real.exp ((E - μ) / kT))) atBot
        (𝓝 (1 / (1 + 0))) :=
      tendsto_const_nhds.div (tendsto_const_nhds.add he) (by norm_num)
    have h' := h.const_mul (-kT)
    rw [add_zero, div_one, mul_one] at h'
    exact h'
  have hf : Continuous (fermi μ kT) := by
    unfold fermi
    exact Continuous.div continuous_const (by fun_prop) (fun E => by positivity)
  have hcont : Continuous (fun E => fermi μ kT E * (1 - fermi μ kT E)) :=
    hf.mul (continuous_const.sub hf)
  have hnn : ∀ E, 0 ≤ fermi μ kT E * (1 - fermi μ kT E) := by
    intro E
    have hx := Real.exp_pos ((E - μ) / kT)
    have h0 : 0 ≤ fermi μ kT E := by unfold fermi; positivity
    have h1 : fermi μ kT E ≤ 1 := by
      unfold fermi
      rw [div_le_one (by positivity)]
      linarith
    exact mul_nonneg h0 (by linarith)
  -- integrability: the integrals over growing windows converge
  have hint : Integrable (fun E => fermi μ kT E * (1 - fermi μ kT E)) := by
    refine integrable_of_intervalIntegral_norm_tendsto (l := atTop) (a := fun L : ℝ => -L)
      (b := fun L : ℝ => L) kT (fun L => hcont.integrableOn_Ioc)
      tendsto_neg_atTop_atBot tendsto_id ?_
    have hw : ∀ L : ℝ, ∫ x in (-L)..L, ‖fermi μ kT x * (1 - fermi μ kT x)‖ =
        -kT * fermi μ kT L - -kT * fermi μ kT (-L) := by
      intro L
      simp_rw [Real.norm_of_nonneg (hnn _)]
      exact intervalIntegral.integral_eq_sub_of_hasDerivAt (fun x _ => hder x)
        (hcont.intervalIntegrable _ _)
    simp_rw [hw]
    have h := htop.sub (hbot.comp tendsto_neg_atTop_atBot)
    rw [zero_sub, neg_neg] at h
    exact h
  rw [integral_of_hasDerivAt_of_tendsto hder hint hbot htop]
  ring

omit [DecidableEq ι] in
/-- With all leads at the same chemical potential and temperature, the noise power is
`2 g kT Tr(A_p A_q)`. -/
theorem equilibrium_noise (g μ kT : ℝ) (hk : 0 < kT) (P : ι → Matrix n n ℂ)
    (S : Matrix n n ℂ) (hcomplete : ∑ a, P a = 1) (p q : ι) :
    noisePower g P S (fun _ => fermi μ kT) p q =
      2 * g * kT * (currentMatrix P S p * currentMatrix P S q).trace := by
  -- completeness of the leads collapses the double sum
  have hsum : ∑ a, ∑ b, (P a * currentMatrix P S p * P b * currentMatrix P S q).trace =
      (currentMatrix P S p * currentMatrix P S q).trace := by
    simp only [← trace_sum, ← Finset.sum_mul, ← Finset.mul_sum, hcomplete, one_mul, mul_one]
  have hI : noisePower g P S (fun _ => fermi μ kT) p q =
      g * ∫ E : ℝ, (currentMatrix P S p * currentMatrix P S q).trace *
        ((2 * (fermi μ kT E * (1 - fermi μ kT E)) : ℝ) : ℂ) := by
    unfold noisePower
    congr 1
    refine integral_congr_ae (Eventually.of_forall fun E => ?_)
    beta_reduce
    rw [← hsum, Finset.sum_mul]
    refine Finset.sum_congr rfl fun a _ => ?_
    rw [Finset.sum_mul]
    refine Finset.sum_congr rfl fun b _ => ?_
    push_cast
    ring
  rw [hI, integral_const_mul, integral_complex_ofReal, integral_const_mul,
    integral_fermi_mul_one_sub μ kT hk]
  push_cast
  ring

/-- **Johnson-Nyquist relation** for a multi-lead conductor: the equilibrium noise power is
`2 kT` times the sum of the conductances `G_pq` and `G_qp`. -/
theorem johnson_nyquist (g μ kT : ℝ) (hk : 0 < kT) (P : ι → Matrix n n ℂ)
    (S : Matrix n n ℂ) (hS : S ∈ unitaryGroup n ℂ) (hidem : ∀ p, P p * P p = P p)
    (horth : ∀ p q, p ≠ q → P p * P q = 0) (hcomplete : ∑ a, P a = 1) (p q : ι) :
    noisePower g P S (fun _ => fermi μ kT) p q =
      2 * kT * (conductance g P S p q + conductance g P S q p) := by
  rw [equilibrium_noise g μ kT hk P S hcomplete,
    trace_current_mul_current P S hS hidem horth, conductance, conductance]
  by_cases h : p = q
  · subst h
    simp only [if_true]
    ring
  · rw [if_neg h, if_neg (Ne.symm h)]
    ring

omit [DecidableEq ι] in
/-- The equilibrium noise power of a single lead vanishes exactly when the scattering matrix
commutes with the projector of that lead. -/
theorem equilibrium_noise_eq_zero_iff (g μ kT : ℝ) (hg : g ≠ 0) (hk : 0 < kT)
    (P : ι → Matrix n n ℂ) (S : Matrix n n ℂ) (hS : S ∈ unitaryGroup n ℂ)
    (hcomplete : ∑ a, P a = 1) (p : ι) (hherm : (P p)ᴴ = P p) :
    noisePower g P S (fun _ => fermi μ kT) p p = 0 ↔ S * P p = P p * S := by
  have hS1 : S * Sᴴ = 1 := mem_unitaryGroup_iff.mp hS
  have hS2 : Sᴴ * S = 1 := mem_unitaryGroup_iff'.mp hS
  have hA : (currentMatrix P S p)ᴴ = currentMatrix P S p := by
    simp only [currentMatrix, conjTranspose_sub, conjTranspose_mul, conjTranspose_conjTranspose,
      hherm, Matrix.mul_assoc]
  have hc : (2 * g * kT : ℂ) ≠ 0 := by
    exact_mod_cast mul_ne_zero (mul_ne_zero two_ne_zero hg) hk.ne'
  -- Tr(A²) is a sum of squared moduli, so it vanishes only for A = 0
  have hz : (currentMatrix P S p * currentMatrix P S p).trace = 0 ↔
      currentMatrix P S p = 0 := by
    have h := trace_conjTranspose_mul_self_eq_zero_iff (A := currentMatrix P S p)
    rwa [hA] at h
  rw [equilibrium_noise g μ kT hk P S hcomplete, mul_eq_zero, or_iff_right hc, hz,
    currentMatrix, sub_eq_zero]
  constructor
  · intro h
    calc S * P p = S * (Sᴴ * P p * S) := by rw [← h]
      _ = (S * Sᴴ) * (P p * S) := by simp only [Matrix.mul_assoc]
      _ = P p * S := by rw [hS1, Matrix.one_mul]
  · intro h
    rw [Matrix.mul_assoc, ← h, ← Matrix.mul_assoc, hS2, Matrix.one_mul]

/-- Projectors of two single-channel leads. -/
def twoLeads : Fin 2 → Matrix (Fin 2) (Fin 2) ℂ := ![!![1, 0; 0, 0], !![0, 0; 0, 1]]

/-- Real two-channel matrix with reflection amplitude `r` in both leads and transmission amplitudes
`t` (from lead 0 to lead 1) and `-t` (from lead 1 to lead 0). -/
def beamSplitter (r t : ℝ) : Matrix (Fin 2) (Fin 2) ℂ := !![(r : ℂ), -(t : ℂ); (t : ℂ), (r : ℂ)]

/-- Two single-channel leads joined by a beam splitter with `r² + t² = 1` satisfy all the
hypotheses on projectors and scattering matrix, and the transmission between them is `t²`. -/
theorem beamSplitter_witness (r t : ℝ) (h : r ^ 2 + t ^ 2 = 1) :
    beamSplitter r t ∈ unitaryGroup (Fin 2) ℂ ∧
    (∀ p, twoLeads p * twoLeads p = twoLeads p) ∧
    (∀ p q, p ≠ q → twoLeads p * twoLeads q = 0) ∧
    (∀ p, (twoLeads p)ᴴ = twoLeads p) ∧ ∑ a, twoLeads a = 1 ∧
    transmission twoLeads (beamSplitter r t) 0 1 = (t : ℂ) ^ 2 := by
  have hc : (r : ℂ) ^ 2 + (t : ℂ) ^ 2 = 1 := by exact_mod_cast h
  refine ⟨?_, ?_, ?_, ?_, ?_, ?_⟩
  · rw [mem_unitaryGroup_iff, star_eq_conjTranspose]
    ext i j
    fin_cases i <;> fin_cases j <;>
      simp [beamSplitter, Matrix.mul_apply, Fin.sum_univ_two] <;>
      first | linear_combination hc | ring1
  · intro p
    fin_cases p <;> ext i j <;> fin_cases i <;> fin_cases j <;>
      simp [twoLeads, Matrix.mul_apply, Fin.sum_univ_two]
  · intro p q hpq
    fin_cases p <;> fin_cases q <;> first
      | exact absurd rfl hpq
      | (ext i j
         fin_cases i <;> fin_cases j <;>
          simp [twoLeads, Matrix.mul_apply, Fin.sum_univ_two])
  · intro p
    fin_cases p <;> ext i j <;> fin_cases i <;> fin_cases j <;> simp [twoLeads]
  · ext i j
    fin_cases i <;> fin_cases j <;> simp [twoLeads, Fin.sum_univ_two]
  · have hct : (beamSplitter r t)ᴴ = !![(r : ℂ), (t : ℂ); -(t : ℂ), (r : ℂ)] := by
      ext i j
      fin_cases i <;> fin_cases j <;> simp [beamSplitter]
    rw [transmission, hct]
    simp [twoLeads, beamSplitter, Matrix.trace, Fin.sum_univ_two]
    ring

end

end JohnsonNyquist
```

```lean
#print axioms JohnsonNyquist.johnson_nyquist
-- 'JohnsonNyquist.johnson_nyquist' depends on axioms: [propext, Classical.choice, Quot.sound]
#print axioms JohnsonNyquist.equilibrium_noise_eq_zero_iff
-- 'JohnsonNyquist.equilibrium_noise_eq_zero_iff' depends on axioms: [propext, Classical.choice, Quot.sound]
```

## How the proof follows the calculation

In `trace_current_mul_current`, `h1` evaluates the projector term, `h2` and `h3` use `trace_mul_comm` to identify the transmissions, and `h4` removes $S$ from the last term.

`integral_fermi_mul_one_sub` differentiates $-kTf$ (`hder`) and finds its limits (`htop`, `hbot`). Integrability, usually passed over, is `hint`: the integrand is nonnegative, and its integrals over $[-L,L]$ converge.

In `equilibrium_noise`, `hsum` moves the sums inside the trace and applies completeness; the constant trace then leaves the integral. `johnson_nyquist` combines these results and treats $p=q$ and $p\ne q$ separately. `equilibrium_noise_eq_zero_iff` obtains $A_p=0$ from the vanishing trace, then multiplies by $S$ or $S^\dagger$ to pass between $P_p=S^\dagger P_pS$ and the commutation condition. The witness is checked entry by entry.

## Letting the scattering matrix depend on energy

An alternative model would use a measurable family of unitary matrices $S(E)$. The trace identity would apply at each energy, but the trace would in general depend on energy and stay inside the integral. Because $f(1-f)=-kTf'$, the relation would keep its form, with $G_{pq}$ replaced by the thermal average $\int(-f')\,G_{pq}(E)\,dE$.

For a simulation of non-interacting, phase-coherent transport, this gives a consistency test: in the noise convention used here, the zero-frequency noise computed at equilibrium should equal $2kT(G_{pq}+G_{qp})$, with thermally averaged conductances if $S$ depends on energy.
